# Slerp between linearly independent unit vectors keeps unit length and turns at a constant rate

To fill in orientations between two stored frames of a rigid molecule, I take the unit quaternions $p$ and $q$ of the frames, compute $a$ from $\langle p,q\rangle=\cos a$, and evaluate

$$s(t)=\frac{\sin((1-t)a)\,p+\sin(ta)\,q}{\sin a}.$$

I never renormalise the result, and I assume that equal steps in $t$ are equal steps in angle. That relies on $\|s(t)\|=1$ and $\langle p,s(t)\rangle=\cos(ta)$ whenever $\sin a\neq0$. Can this be derived in full and checked by machine, preferably in a form that also covers the rotation axis?

## Slerp is uniform motion on a great circle

Yes. Both properties hold in any real inner-product space, and they become plain once $s(t)$ is written in an orthonormal pair. Define

$$e=\frac{q-\cos a\,p}{\sin a}.$$

Since $\sin((1-t)a)=\sin a\cos(ta)-\cos a\sin(ta)$, collecting the terms in $\sin(ta)$ gives

$$s(t)=\cos(ta)\,p+\sin(ta)\,e.$$

The vector $e$ is orthogonal to $p$ and has unit length:

$$\langle p,e\rangle=\frac{\cos a-\cos a}{\sin a}=0,\qquad
\langle e,e\rangle=\frac{1-2\cos^2a+\cos^2a}{\sin^2a}=1.$$

For two times $t$ and $u$ it follows that

$$\langle s(t),s(u)\rangle=\cos(ta)\cos(ua)+\sin(ta)\sin(ua)=\cos((t-u)a).$$

Setting $u=t$ gives $\|s(t)\|^2=1$. The formula also gives $s(0)=p$ and $s(1)=q$, so comparing time $0$ with time $t$ gives $\langle p,s(t)\rangle=\cos(ta)$.

The velocity is $\dot s(t)=a\,(\cos(ta)\,e-\sin(ta)\,p)$. The bracket has squared norm $\cos^2(ta)+\sin^2(ta)=1$, so the speed is $|a|$ at every $t$.

The two angles also determine the point. Let $x$ be a unit vector with $\langle p,x\rangle=\cos(ta)$ and $\langle q,x\rangle=\cos((1-t)a)$. Then

$$\langle s(t),x\rangle=\frac{\sin((1-t)a)\cos(ta)+\sin(ta)\cos((1-t)a)}{\sin a}=\frac{\sin a}{\sin a}=1,$$

and $\|s(t)-x\|^2=1-2+1=0$, so $x=s(t)$.

## A fixed axis for quaternions

In this section $u$ is a quaternion, not a time. Take $p=1$ and $q=\cos a+u\sin a$. Then $e=u$, and the interpolation is $\cos(ta)+u\sin(ta)$. If $u$ is a purely imaginary unit quaternion, this describes a rotation by $2ta$ about the fixed axis $u$; the angle $a$ between quaternions is half the physical rotation angle.

Any other starting orientation reduces to this case, because real coefficients commute with quaternions: multiplying both ends by fixed quaternions $r$ on the left and $w$ on the right turns $s(t)$ into $r\,s(t)\,w$.

## What the Lean statements say

`V` is any real inner-product space, of finite or infinite dimension. `slerp a p q t` is $s(t)$ and `tangentDir a p q` is $e$. The main theorem is `slerp_unit_and_angle`. Its hypotheses `hp` and `hq` say that $p$ and $q$ have unit length, `hpq` says $\langle p,q\rangle=\cos a$, and `ha` says $\sin a\neq0$. The last condition excludes $q=\pm p$: for $q=-p$ no great circle is singled out, and for $q=p$ there is nothing to interpolate. In Lean the inverse of zero is zero, so without `ha` the formula would return the zero vector.

The time $t$ is any real number, so extrapolation is included. The angle $a$ is also any real number with the right cosine: a value between $0$ and $\pi$ gives the shorter arc from $p$ to $q$, while other values can go the long way round or make extra turns.

Quaternions `ℍ[ℝ]` carry the Euclidean inner product of their four components, so the general theorems apply to them directly. The two quaternion theorems are algebraic and do not require unit quaternions. The action of a quaternion on the molecule's coordinates is not defined in the file; the reading as a rotation is the usual one.

```lean
import Mathlib

open scoped InnerProductSpace Quaternion

namespace SlerpInterpolation

noncomputable section

variable {V : Type*} [NormedAddCommGroup V] [InnerProductSpace ℝ V]

/-- Spherical linear interpolation between `p` and `q`, separated by the angle `a`,
at the time `t`; the formula is meant for `sin a ≠ 0`. -/
def slerp (a : ℝ) (p q : V) (t : ℝ) : V :=
  (Real.sin a)⁻¹ • (Real.sin ((1 - t) * a) • p + Real.sin (t * a) • q)

/-- The vector `q - cos a p` divided by `sin a`, meant for `sin a ≠ 0`; the interpolation then
leaves `p` with velocity `a` times this vector. -/
def tangentDir (a : ℝ) (p q : V) : V :=
  (Real.sin a)⁻¹ • (q - Real.cos a • p)

/-- If `sin a ≠ 0`, the interpolation starts at `p` and ends at `q`. -/
theorem slerp_endpoints {a : ℝ} (ha : Real.sin a ≠ 0) (p q : V) :
    slerp a p q 0 = p ∧ slerp a p q 1 = q := by
  constructor <;> simp [slerp, smul_smul, ha]

/-- If `sin a ≠ 0`, the interpolated vector equals `cos (t a) p + sin (t a) e`, where `e` is
`tangentDir a p q`. -/
theorem slerp_eq_circular {a : ℝ} (ha : Real.sin a ≠ 0) (p q : V) (t : ℝ) :
    slerp a p q t = Real.cos (t * a) • p + Real.sin (t * a) • tangentDir a p q := by
  have h : Real.sin ((1 - t) * a)
      = Real.sin a * Real.cos (t * a) - Real.cos a * Real.sin (t * a) := by
    rw [← Real.sin_sub]
    congr 1
    ring
  have hp : ((Real.sin a)⁻¹ * Real.sin a) • p = p := by
    rw [inv_mul_cancel₀ ha, one_smul]
  rw [slerp, tangentDir, h]
  linear_combination (norm := module) Real.cos (t * a) • hp

/-- For unit vectors with `⟨p, q⟩ = cos a` and `sin a ≠ 0`, the tangent direction is
orthogonal to `p` and has unit length. -/
theorem tangentDir_orthonormal {a : ℝ} {p q : V} (ha : Real.sin a ≠ 0)
    (hp : ‖p‖ = 1) (hq : ‖q‖ = 1) (hpq : ⟪p, q⟫_ℝ = Real.cos a) :
    ⟪p, tangentDir a p q⟫_ℝ = 0 ∧ ⟪tangentDir a p q, tangentDir a p q⟫_ℝ = 1 := by
  have hqp : ⟪q, p⟫_ℝ = Real.cos a := by rw [real_inner_comm, hpq]
  have h1 : (Real.sin a)⁻¹ * Real.sin a = 1 := inv_mul_cancel₀ ha
  have h2 := Real.sin_sq_add_cos_sq a
  constructor
  · simp only [tangentDir, real_inner_smul_right, inner_sub_right, hpq,
      real_inner_self_eq_norm_sq, hp]
    ring
  · simp only [tangentDir, real_inner_smul_left, real_inner_smul_right, inner_sub_left,
      inner_sub_right, hpq, hqp, real_inner_self_eq_norm_sq p, real_inner_self_eq_norm_sq q,
      hp, hq]
    linear_combination (-((Real.sin a)⁻¹) ^ 2) * h2
      + ((Real.sin a)⁻¹ * Real.sin a + 1) * h1

/-- For unit vectors with `⟨p, q⟩ = cos a` and `sin a ≠ 0`, the inner product of the
interpolated vectors at times `t` and `u` is `cos ((t - u) a)`. -/
theorem inner_slerp_slerp {a : ℝ} {p q : V} (ha : Real.sin a ≠ 0)
    (hp : ‖p‖ = 1) (hq : ‖q‖ = 1) (hpq : ⟪p, q⟫_ℝ = Real.cos a) (t u : ℝ) :
    ⟪slerp a p q t, slerp a p q u⟫_ℝ = Real.cos ((t - u) * a) := by
  obtain ⟨h0, h1⟩ := tangentDir_orthonormal ha hp hq hpq
  have h0' : ⟪tangentDir a p q, p⟫_ℝ = 0 := by rw [real_inner_comm, h0]
  have hpp : ⟪p, p⟫_ℝ = 1 := by rw [real_inner_self_eq_norm_sq, hp, one_pow]
  rw [slerp_eq_circular ha, slerp_eq_circular ha, sub_mul, Real.cos_sub]
  simp only [inner_add_left, inner_add_right, real_inner_smul_left, real_inner_smul_right,
    h0, h0', h1, hpp]
  ring

/-- Slerp: for unit vectors with `⟨p, q⟩ = cos a` and `sin a ≠ 0`, the interpolated vector
has unit norm and its inner product with `p` is `cos (t a)`. -/
theorem slerp_unit_and_angle {a : ℝ} {p q : V} (ha : Real.sin a ≠ 0)
    (hp : ‖p‖ = 1) (hq : ‖q‖ = 1) (hpq : ⟪p, q⟫_ℝ = Real.cos a) (t : ℝ) :
    ‖slerp a p q t‖ = 1 ∧ ⟪p, slerp a p q t⟫_ℝ = Real.cos (t * a) := by
  constructor
  · -- equal times give the squared norm
    have h := inner_slerp_slerp ha hp hq hpq t t
    rw [real_inner_self_eq_norm_sq, sub_self, zero_mul, Real.cos_zero] at h
    nlinarith [norm_nonneg (slerp a p q t)]
  · -- time zero gives the starting vector
    have h := inner_slerp_slerp ha hp hq hpq 0 t
    rwa [(slerp_endpoints ha p q).1, zero_sub, neg_mul, Real.cos_neg] at h

/-- For unit vectors with `⟨p, q⟩ = cos a` and `sin a ≠ 0`, the interpolation has a velocity
at each time, given here explicitly, and its speed is `|a|`. -/
theorem slerp_constant_speed {a : ℝ} {p q : V} (ha : Real.sin a ≠ 0)
    (hp : ‖p‖ = 1) (hq : ‖q‖ = 1) (hpq : ⟪p, q⟫_ℝ = Real.cos a) (t : ℝ) :
    HasDerivAt (slerp a p q)
      (a • (Real.cos (t * a) • tangentDir a p q - Real.sin (t * a) • p)) t ∧
    ‖a • (Real.cos (t * a) • tangentDir a p q - Real.sin (t * a) • p)‖ = |a| := by
  constructor
  · have hl : HasDerivAt (fun x : ℝ => x * a) a t := hasDerivAt_mul_const a
    rw [show slerp a p q = fun x => Real.cos (x * a) • p + Real.sin (x * a) • tangentDir a p q
      from funext (slerp_eq_circular ha p q)]
    refine ((hl.cos.smul_const p).fun_add
      (hl.sin.smul_const (tangentDir a p q))).congr_deriv ?_
    module
  · obtain ⟨h0, h1⟩ := tangentDir_orthonormal ha hp hq hpq
    have h0' : ⟪tangentDir a p q, p⟫_ℝ = 0 := by rw [real_inner_comm, h0]
    have hpp : ⟪p, p⟫_ℝ = 1 := by rw [real_inner_self_eq_norm_sq, hp, one_pow]
    -- the bracket is a unit vector
    have h : ‖Real.cos (t * a) • tangentDir a p q - Real.sin (t * a) • p‖ ^ 2 = 1 := by
      rw [← real_inner_self_eq_norm_sq]
      simp only [inner_sub_left, inner_sub_right, real_inner_smul_left, real_inner_smul_right,
        h0, h0', h1, hpp]
      linear_combination Real.sin_sq_add_cos_sq (t * a)
    have hn : ‖Real.cos (t * a) • tangentDir a p q - Real.sin (t * a) • p‖ = 1 := by
      nlinarith [norm_nonneg (Real.cos (t * a) • tangentDir a p q - Real.sin (t * a) • p)]
    rw [norm_smul, hn, mul_one, Real.norm_eq_abs]

/-- For unit vectors with `⟨p, q⟩ = cos a` and `sin a ≠ 0`, a unit vector whose inner products
with `p` and `q` are `cos (t a)` and `cos ((1 - t) a)` is the interpolated vector. -/
theorem eq_slerp_of_angles {a : ℝ} {p q x : V} (ha : Real.sin a ≠ 0)
    (hp : ‖p‖ = 1) (hq : ‖q‖ = 1) (hpq : ⟪p, q⟫_ℝ = Real.cos a) (t : ℝ) (hx : ‖x‖ = 1)
    (hpx : ⟪p, x⟫_ℝ = Real.cos (t * a)) (hqx : ⟪q, x⟫_ℝ = Real.cos ((1 - t) * a)) :
    x = slerp a p q t := by
  have hsum : Real.sin ((1 - t) * a) * Real.cos (t * a)
      + Real.sin (t * a) * Real.cos ((1 - t) * a) = Real.sin a := by
    rw [mul_comm (Real.sin (t * a)), ← Real.sin_add]
    congr 1
    ring
  have h1 : ⟪slerp a p q t, x⟫_ℝ = 1 := by
    rw [slerp, real_inner_smul_left, inner_add_left, real_inner_smul_left,
      real_inner_smul_left, hpx, hqx, hsum, inv_mul_cancel₀ ha]
  -- two unit vectors with inner product one have distance zero
  have h2 := norm_sub_sq_real (slerp a p q t) x
  rw [h1, hx, (slerp_unit_and_angle ha hp hq hpq t).1] at h2
  have h3 : ‖slerp a p q t - x‖ = 0 := by
    apply pow_eq_zero_iff (two_ne_zero) |>.mp
    linarith
  exact (sub_eq_zero.mp (norm_eq_zero.mp h3)).symm

/-- Multiplying both end quaternions by fixed quaternions on the left and on the right
multiplies the interpolated quaternion in the same way. -/
theorem slerp_quaternion_mul (a : ℝ) (r w p q : ℍ[ℝ]) (t : ℝ) :
    slerp a (r * p * w) (r * q * w) t = r * slerp a p q t * w := by
  simp only [slerp, mul_add, add_mul, mul_smul_comm, smul_mul_assoc]

/-- If `sin a ≠ 0`, the interpolation from the identity quaternion to `cos a + u sin a` is
`cos (t a) + u sin (t a)`, with the same quaternion `u` at all times. -/
theorem slerp_from_identity {a : ℝ} (ha : Real.sin a ≠ 0) (u : ℍ[ℝ]) (t : ℝ) :
    slerp a 1 (Real.cos a • (1 : ℍ[ℝ]) + Real.sin a • u) t
      = Real.cos (t * a) • (1 : ℍ[ℝ]) + Real.sin (t * a) • u := by
  have h : tangentDir a 1 (Real.cos a • (1 : ℍ[ℝ]) + Real.sin a • u) = u := by
    rw [tangentDir, add_sub_cancel_left, smul_smul, inv_mul_cancel₀ ha, one_smul]
  rw [slerp_eq_circular ha, h]

end

end SlerpInterpolation
```

```lean
#print axioms SlerpInterpolation.slerp_unit_and_angle
-- 'SlerpInterpolation.slerp_unit_and_angle' depends on axioms: [propext, Classical.choice, Quot.sound]
#print axioms SlerpInterpolation.eq_slerp_of_angles
-- 'SlerpInterpolation.eq_slerp_of_angles' depends on axioms: [propext, Classical.choice, Quot.sound]
#print axioms SlerpInterpolation.slerp_quaternion_mul
-- 'SlerpInterpolation.slerp_quaternion_mul' depends on axioms: [propext, Classical.choice, Quot.sound]
#print axioms SlerpInterpolation.slerp_from_identity
-- 'SlerpInterpolation.slerp_from_identity' depends on axioms: [propext, Classical.choice, Quot.sound]
```

## From the circular form to the theorems

`slerp_eq_circular` rewrites the sine of the difference, then closes the vector identity with `linear_combination (norm := module)`, whose only input is $(\sin a)^{-1}\sin a\,p=p$. `tangentDir_orthonormal` expands the inner products by linearity and finishes with $\sin^2a+\cos^2a=1$ and the same cancellation.

`inner_slerp_slerp` inserts the circular form twice and uses the cosine subtraction formula. `slerp_unit_and_angle` specialises it: equal times give the squared norm, from which `nlinarith` selects the nonnegative root, and time zero, with `slerp_endpoints`, gives the angle to $p$.

In `slerp_constant_speed` the derivative comes from the chain rule for sine and cosine, and the norm from the orthonormal pair. `eq_slerp_of_angles` follows the computation with $x$ above, using `norm_sub_sq_real` for the squared distance. For quaternions, `slerp_quaternion_mul` distributes the products and moves the real factors out, and `slerp_from_identity` checks that the tangent direction is the quaternion $u$ before applying the circular form.

## In an interpolation routine

A typical routine runs as follows:

1. Compute $d=\langle p,q\rangle$. If $d<0$, replace $q$ by $-q$ and $d$ by $-d$. Both signs describe the same orientation, and this choice gives a physical rotation of at most $\pi$.
2. Limit $d$ to at most $1$ against rounding, and set $a=\arccos d$.
3. If $\sin a$ is very small, interpolate linearly and renormalise. Otherwise evaluate $s(t)$.

The theorems cover the second branch of step 3 for real numbers without rounding. In simulation work this supplies intermediate orientations, for instance for a first guess at a path between two poses of a rigid molecule, but it is pure geometry: no torques or energies enter, so the path need not be one that the molecule would follow.
